# The adjacency matrix of a finite graph as a sum over directed edges and their reversals

For a finite simple graph `G`, let T be the real matrix with T(v, a) = 1 when the directed edge a starts at v and 0 otherwise, and let R be the permutation matrix that reverses each directed edge. The theorem states that T R Tᵀ is the adjacency matrix of `G`, which is the hopping matrix of a non-interacting tight-binding model with one orbital per vertex, zero on-site energies and hopping amplitude 1 on every bond. The proof first shows, as `hr`, that the (a, w) entry of R Tᵀ is 1 if a ends at w and 0 otherwise. The (v, w) entry of the full product is then a sum over directed edges, in which exactly one term survives if v and w are adjacent and none if they are not.

The failing Lean file:

```lean
import Mathlib

open Polynomial
open scoped Matrix

namespace TailReversalTail

noncomputable section

variable {V : Type*} [Fintype V] [DecidableEq V] (G : SimpleGraph V) [DecidableRel G.Adj]

/-- The truncated graph: its vertices are the directed edges of `G`, and two distinct ones are
bonded when they start at the same vertex of `G` or are reverses of each other. -/
def truncation : SimpleGraph G.Dart :=
  SimpleGraph.fromRel fun a b => a.fst = b.fst ∨ b = a.symm

instance : DecidableRel (truncation G).Adj := Classical.decRel _

/-- The matrix that records at which vertex of `G` each directed edge starts. -/
def tail : Matrix V G.Dart ℝ := Matrix.of fun v a => if a.fst = v then 1 else 0

/-- The permutation matrix that reverses each directed edge. -/
def reversal : Matrix G.Dart G.Dart ℝ := Matrix.of fun a b => if b = a.symm then 1 else 0

/-- Going from a vertex to a directed edge, reversing it and reading off its new starting
vertex is one step along a bond of `G`. -/
theorem tail_reversal_tail : tail G * reversal G * (tail G)ᵀ = G.adjMatrix ℝ := by
  have hr : ∀ a w, (reversal G * (tail G)ᵀ) a w = if a.snd = w then 1 else 0 := by
    intro a w
    simp only [Matrix.mul_apply, Matrix.transpose_apply, tail, reversal, Matrix.of_apply,
      ite_mul, one_mul, zero_mul, Finset.sum_ite_eq', Finset.mem_univ, if_true]
    rfl
  ext v w
  rw [Matrix.mul_assoc, Matrix.mul_apply, SimpleGraph.adjMatrix_apply]
  simp only [hr, tail, Matrix.of_apply]
  by_cases h : G.Adj v w
  · rw [Finset.sum_eq_single (⟨(v, w), h⟩ : G.Dart)]
    · simp [h]
    · intro a _ hne
      by_cases h1 : a.fst = v
      · by_cases h2 : a.snd = w
        · exact absurd (SimpleGraph.Dart.toProd_injective (Prod.ext h1 h2)) hne
        · rw [if_neg h2, mul_zero]
      · rw [if_neg h1, zero_mul]
    · intro hn
      exact absurd (Finset.mem_univ _) hn
  · rw [if_neg h]
    refine Finset.sum_eq_zero fun a _ => ?_
    by_cases h1 : a.fst = v
    · have h2 : a.snd ≠ w := fun h2 => h (h1 ▸ h2 ▸ a.adj)
      rw [if_neg h2, mul_zero]
    · rw [if_neg h1, zero_mul]

end

end TailReversalTail
```

Lean reports:

```
Main.lean:38:4: error: unsolved goals
case pos
V : Type u_1
inst✝² : Fintype V
inst✝¹ : DecidableEq V
G : SimpleGraph V
inst✝ : DecidableRel G.Adj
hr : ∀ (a : G.Dart) (w : V), (reversal G * (tail G)ᵀ) a w = if a.toProd.2 = w then 1 else 0
v w : V
h : G.Adj v w
⊢ (reversal G * (Matrix.of fun v a => if a.toProd.1 = v then 1 else 0)ᵀ) { fst := v, snd := w, adj := h } w = 1
Main.lean:43:14: error: Tactic `rewrite` failed: Did not find an occurrence of the pattern
  if a.toProd.2 = w then ?m.172 else ?m.173
in the target expression
  (if a.toProd.1 = v then 1 else 0) * (reversal G * (Matrix.of fun v a => if a.toProd.1 = v then 1 else 0)ᵀ) a w = 0

case neg
V : Type u_1
inst✝² : Fintype V
inst✝¹ : DecidableEq V
G : SimpleGraph V
inst✝ : DecidableRel G.Adj
hr : ∀ (a : G.Dart) (w : V), (reversal G * (tail G)ᵀ) a w = if a.toProd.2 = w then 1 else 0
v w : V
h : G.Adj v w
a : G.Dart
a✝ : a ∈ Finset.univ
hne : a ≠ { fst := v, snd := w, adj := h }
h1 : a.toProd.1 = v
h2 : ¬a.toProd.2 = w
⊢ (if a.toProd.1 = v then 1 else 0) * (reversal G * (Matrix.of fun v a => if a.toProd.1 = v then 1 else 0)ᵀ) a w = 0

Note: The target expression is not type-correct under the `implicit` transparency level, which may have triggered the failure. This is usually caused by unfolding of semireducible definitions in prior tactic steps. Use `set_option linter.tacticCheckInstances true` to investigate the source of the issue.
Full error:
  function expected
    (reversal G * (Matrix.of fun v a => if a.toProd.1 = v then 1 else 0)ᵀ) a
Main.lean:51:10: error: Tactic `rewrite` failed: Did not find an occurrence of the pattern
  if a.toProd.2 = w then ?m.229 else ?m.230
in the target expression
  (if a.toProd.1 = v then 1 else 0) * (reversal G * (Matrix.of fun v a => if a.toProd.1 = v then 1 else 0)ᵀ) a w = 0

case pos
V : Type u_1
inst✝² : Fintype V
inst✝¹ : DecidableEq V
G : SimpleGraph V
inst✝ : DecidableRel G.Adj
hr : ∀ (a : G.Dart) (w : V), (reversal G * (tail G)ᵀ) a w = if a.toProd.2 = w then 1 else 0
v w : V
h : ¬G.Adj v w
a : G.Dart
x✝ : a ∈ Finset.univ
h1 : a.toProd.1 = v
h2 : a.toProd.2 ≠ w
⊢ (if a.toProd.1 = v then 1 else 0) * (reversal G * (Matrix.of fun v a => if a.toProd.1 = v then 1 else 0)ᵀ) a w = 0

Note: The target expression is not type-correct under the `implicit` transparency level, which may have triggered the failure. This is usually caused by unfolding of semireducible definitions in prior tactic steps. Use `set_option linter.tacticCheckInstances true` to investigate the source of the issue.
Full error:
  function expected
    (reversal G * (Matrix.of fun v a => if a.toProd.1 = v then 1 else 0)ᵀ) a
Main.lean:35:13: warning: This simp argument is unused:
  hr

Hint: Omit it from the simp argument list.
  [apply] simp only [tail, Matrix.of_apply]

Note: This linter can be disabled with `set_option linter.unusedSimpArgs false`
```

Lean accepts the file once it reads:

```diff
@@ -33,5 +33,6 @@
   ext v w
   rw [Matrix.mul_assoc, Matrix.mul_apply, SimpleGraph.adjMatrix_apply]
-  simp only [hr, tail, Matrix.of_apply]
+  simp only [hr]
+  simp only [tail, Matrix.of_apply]
   by_cases h : G.Adj v w
   · rw [Finset.sum_eq_single (⟨(v, w), h⟩ : G.Dart)]
```

Diagnosis. All three errors come from the line `simp only [hr, tail, Matrix.of_apply]`, where the linter reports that `hr` was never used. The left side of `hr` is `(reversal G * (tail G)ᵀ) a w`, with `tail G` still folded. `simp` rewrites the inner parts of a term before the term itself, so it unfolded `tail` inside this product first, and `hr` no longer matched.

The matrix entry therefore stayed in the goal where the rest of the proof expects `if a.snd = w then 1 else 0`. In the surviving term, `simp [h]` is left with having to show that this entry equals 1. In the two vanishing cases, `rw [if_neg h2]` looks for an `if` on `a.snd = w` and there is none.

The repair splits the call in two. `simp only [hr]` rewrites the entry while `tail G` is still intact, and `simp only [tail, Matrix.of_apply]` then unfolds the one `tail G` that remains, the left factor. The later steps then find the expressions they were written for and need no change.
